# The Gibbs–Bogoliubov bound for two perturbations of equal mean in the ensemble of one, with its equality case

On a finite set of classical configurations with strictly positive weights `p` and β > 0, the theorem compares the free-energy differences −(1/β) ln ∑ₓ p(x) e^(−βu(x)) for two real perturbations, u = f and u = g. If f − g sums to zero with the weights p e^(−βg), the value for f is at most that for g, and the two are equal exactly when f and g agree at every configuration. The weights need not sum to one; leaving them unnormalised shifts both values by the same constant, so the comparison is unaffected. The proof writes the difference of the two exponential sums as a weighted sum of the gaps between eᵗ and its tangent 1 + t, at t = −β(f(x) − g(x)). These gaps are never negative and vanish only at t = 0, which gives both the inequality and the equality case.

As first written in Lean, the proof fails:

```lean
import Mathlib

open Finset

namespace BinnedFreeEnergyBound

noncomputable section

variable {X S T : Type*} [Fintype X] [Fintype S] [DecidableEq S] [Fintype T] [DecidableEq T]

/-- The average of an observable `f` over configurations with weights `p`. -/
def average (p f : X → ℝ) : ℝ := ∑ x, p x * f x

/-- The free-energy difference `-(1/β) ln ⟨exp(-β dU)⟩₀` of a perturbation `dU`. -/
def freeEnergyDiff (β : ℝ) (p dU : X → ℝ) : ℝ :=
  -(1 / β) * Real.log (average p fun x => Real.exp (-β * dU x))

/-- If `f - g` averages to zero with the weights `p exp(-β g)`, the free-energy difference of `f`
is at most that of `g`, with equality exactly when `f` and `g` coincide. -/
theorem freeEnergyDiff_comparison {β : ℝ} (hβ : 0 < β) {p : X → ℝ} (hp : ∀ x, 0 < p x)
    (f g : X → ℝ) (h : ∑ x, p x * Real.exp (-β * g x) * (f x - g x) = 0) :
    freeEnergyDiff β p f ≤ freeEnergyDiff β p g ∧
      (freeEnergyDiff β p f = freeEnergyDiff β p g ↔ ∀ x, f x = g x) := by
  rcases isEmpty_or_nonempty X with hX | hX
  · simp [freeEnergyDiff, average]
  have hpos : ∀ u : X → ℝ, 0 < average p fun x => Real.exp (-β * u x) := fun u =>
    Finset.sum_pos (fun x _ => mul_pos (hp x) (Real.exp_pos _)) Finset.univ_nonempty
  -- the gap between the exponential averages is a sum of tangent-line gaps
  have gap : ∑ x, p x * Real.exp (-β * g x) *
        (Real.exp (-β * (f x - g x)) - (-β * (f x - g x) + 1))
      = (average p fun x => Real.exp (-β * f x)) - (average p fun x => Real.exp (-β * g x))
        + β * ∑ x, p x * Real.exp (-β * g x) * (f x - g x) := by
    unfold average
    rw [Finset.mul_sum, ← Finset.sum_sub_distrib, ← Finset.sum_add_distrib]
    refine Finset.sum_congr rfl fun x _ => ?_
    have e : Real.exp (-β * f x)
        = Real.exp (-β * g x) * Real.exp (-β * (f x - g x)) := by
      rw [← Real.exp_add]
      congr 1
      ring
    rw [e]
    ring
  rw [h, mul_zero, add_zero] at gap
  have hterm : ∀ x ∈ (Finset.univ : Finset X), 0 ≤ p x * Real.exp (-β * g x) *
      (Real.exp (-β * (f x - g x)) - (-β * (f x - g x) + 1)) := fun x _ =>
    mul_nonneg (mul_pos (hp x) (Real.exp_pos _)).le (sub_nonneg.mpr (Real.add_one_le_exp _))
  have hβ' : 0 < 1 / β := one_div_pos.mpr hβ
  constructor
  · have hle := Finset.sum_nonneg hterm
    rw [gap] at hle
    have hlog := Real.log_le_log (hpos g) (sub_nonneg.mp hle)
    have hm := mul_le_mul_of_nonneg_left hlog hβ'.le
    unfold freeEnergyDiff
    linarith
  · constructor
    · intro heq x
      unfold freeEnergyDiff at heq
      have hlog := mul_left_cancel₀ (neg_ne_zero.mpr hβ'.ne') heq
      have hav := Real.log_injOn_pos (Set.mem_Ioi.mpr (hpos f)) (Set.mem_Ioi.mpr (hpos g)) hlog
      rw [hav, sub_self] at gap
      have hx := (Finset.sum_eq_zero_iff_of_nonneg hterm).mp gap x (Finset.mem_univ x)
      -- the exponential touches its tangent only at the origin
      by_contra hne
      have ht : -β * (f x - g x) ≠ 0 :=
        mul_ne_zero (neg_ne_zero.mpr hβ.ne') (sub_ne_zero.mpr hne)
      have hlt := mul_pos (mul_pos (hp x) (Real.exp_pos (-β * g x)))
        (sub_pos.mpr (Real.add_one_lt_exp ht))
      exact hlt.ne' hx
    · intro hfg
      rw [funext hfg]

end

end BinnedFreeEnergyBound
```

The compiler's answer:

```
Main.lean:41:8: error: Tactic `rewrite` failed: Did not find an occurrence of the pattern
  Real.exp (-β * f x)
in the target expression
  p x * Real.exp (-β * g x) * (Real.exp (-β * (f x - g x)) - (-β * (f x - g x) + 1)) =
    p x * (fun x => Real.exp (-β * f x)) x - p x * (fun x => Real.exp (-β * g x)) x +
      β * (p x * Real.exp (-β * g x) * (f x - g x))

X : Type u_1
inst✝ : Fintype X
β : ℝ
hβ : 0 < β
p : X → ℝ
hp : ∀ (x : X), 0 < p x
f g : X → ℝ
h : ∑ x, p x * Real.exp (-β * g x) * (f x - g x) = 0
hX : Nonempty X
hpos : ∀ (u : X → ℝ), 0 < average p fun x => Real.exp (-β * u x)
x : X
x✝ : x ∈ univ
e : Real.exp (-β * f x) = Real.exp (-β * g x) * Real.exp (-β * (f x - g x))
⊢ p x * Real.exp (-β * g x) * (Real.exp (-β * (f x - g x)) - (-β * (f x - g x) + 1)) =
    p x * (fun x => Real.exp (-β * f x)) x - p x * (fun x => Real.exp (-β * g x)) x +
      β * (p x * Real.exp (-β * g x) * (f x - g x))
```

Lean accepts the file once it reads:

```diff
@@ -34,4 +34,5 @@
     rw [Finset.mul_sum, ← Finset.sum_sub_distrib, ← Finset.sum_add_distrib]
     refine Finset.sum_congr rfl fun x _ => ?_
+    beta_reduce
     have e : Real.exp (-β * f x)
         = Real.exp (-β * g x) * Real.exp (-β * (f x - g x)) := by
```

Diagnosis. The error is at `rw [e]`, in the proof of the identity `gap`. Lean reports that the goal has no occurrence of `Real.exp (-β * f x)`, the left side of `e`, though mathematically the term is there.

The goal shows why. `average p` is applied to a function written with `fun`, and after `average` is unfolded that function stands applied to `x` but not evaluated: `(fun x => Real.exp (-β * f x)) x`. Inside the `fun`, `x` is a bound variable, whereas the `x` in `e` is the particular configuration fixed by `Finset.sum_congr`. The two expressions are equal by definition, but `rw` looks for the pattern as it is written and does not evaluate the function to find it.

The added `beta_reduce` carries out these applications, so the goal contains `Real.exp (-β * f x)` with the right `x`. Then `rw [e]` can replace it by the product of exponentials, and the `ring` that follows closes the goal. The identity `e` itself was sound and is unchanged.
